# Pair correlation and specular intensity of a periodic two-level surface in single scattering

Suppose the specular beam weakens while a new atomic layer grows, and the loss is read as a measure of how ragged the islands are. For a periodic surface with only two heights and identical single scatterers, that reading is wrong. At a given phase per step, one compact island and a scatter of isolated adatoms with the same coverage give exactly the same specular intensity. Unless that phase is a multiple of $2\pi$, the difference between these two arrangements shows up in the pair correlation of the amplitudes and in the diffraction between the Bragg beams of the flat surface.

## Sites, heights and phases

The surface sites form a finite abelian group $G$ with $N$ elements. A rectangular patch with periodic boundaries is an example, with lateral displacements added modulo its edges. The group structure gives meaning to $x+r$ for every site $x$ and separation $r$, and no site lies at an edge.

```lean
import Mathlib

open ComplexConjugate

namespace TwoLevelSurface

noncomputable section

variable {G : Type*} [AddCommGroup G] [Fintype G]
```

All averages run over the sites with equal weight. For a complex quantity $f$,
$$\langle f\rangle=\frac1N\sum_{x\in G} f(x).$$

```lean
/-- The average of a complex quantity over all surface sites. -/
def siteMean (f : G → ℂ) : ℂ := (∑ x, f x) / (Fintype.card G : ℂ)
```

Each site has a height $h(x)$, measured in units of the step height. The type of `h` allows any real values; the hypothesis `h01` in the theorems restricts them to 0 and 1. The coverage $c=\frac1N\sum_x h(x)$ is then the fraction of sites in the upper level.

```lean
/-- The coverage: the mean height over all surface sites. -/
def coverage (h : G → ℝ) : ℝ := (∑ x, h x) / (Fintype.card G : ℝ)
```

The arrangement enters through $D(r)$, the fraction of sites $x$ with $h(x)\neq h(x+r)$. For a nearest-neighbour $r$ it counts steps crossed in that direction; for a longer $r$ it compares only the two end points.

```lean
/-- The fraction of sites whose height differs from the height at separation `r`. -/
def stepFraction (h : G → ℝ) (r : G) : ℝ :=
  ((Finset.univ.filter fun x => h x ≠ h (x + r)).card : ℝ) / (Fintype.card G : ℝ)
```

A site scatters with amplitude $A(x)=e^{ip\,h(x)}$. The real number $p$ is the phase gained per step, physically the perpendicular momentum transfer (in wave-number units) times the step height. Every site has the same unit strength, so multiple scattering, shadowing, thermal motion and special scattering from step edges are all left out. With this normalisation a flat surface has specular intensity 1.

```lean
/-- The amplitude scattered by site `x`, with phase `p` per unit height. -/
def amplitude (p : ℝ) (h : G → ℝ) (x : G) : ℂ :=
  Complex.exp (((p * h x : ℝ) : ℂ) * Complex.I)
```

## Two heights make the amplitude affine

Euler's formula splits the phase factor of one step into $e^{ip}=\cos p+i\sin p$.

```lean
/-- The phase factor of one step, split into its real and imaginary parts. -/
theorem exp_phase (p : ℝ) : Complex.exp ((p : ℂ) * Complex.I) =
    (Real.cos p : ℂ) + (Real.sin p : ℂ) * Complex.I := by
  rw [Complex.exp_mul_I, Complex.ofReal_cos, Complex.ofReal_sin]
```

Since $h(x)$ is 0 or 1, the amplitude is either $1$ or $e^{ip}$. Both values are given by
$$A(x)=1+(e^{ip}-1)\,h(x).$$
The proof checks the two heights in turn. With three or more levels this linear formula would generally fail.

```lean
omit [AddCommGroup G] [Fintype G] in
/-- On a two-level surface the scattered amplitude is an affine function of the height. -/
theorem amplitude_eq (p : ℝ) {h : G → ℝ} (h01 : ∀ x, h x = 0 ∨ h x = 1) (x : G) :
    amplitude p h x = 1 + (Complex.exp ((p : ℂ) * Complex.I) - 1) * (h x : ℂ) := by
  rcases h01 x with hx | hx <;> simp [amplitude, hx]
```

## Interference of two sites

For sites $x$ and $y$, put $\Delta=h(y)-h(x)$, which is $-1$, $0$ or $1$. Then
$$\overline{A(x)}A(y)=e^{ip\Delta}=\cos(p\Delta)+i\sin(p\Delta).$$
The cosine is even, so it equals $1$ when the heights agree and $\cos p$ when they differ. The sine is odd, so it equals $\Delta\sin p$. Hence
$$\overline{A(x)}A(y)=1-(1-\cos p)\,[h(x)\neq h(y)]+i\,\Delta\sin p,$$
where the bracket is 1 if the condition holds and 0 otherwise.

The Lean proof starts from the affine form and goes through the four height combinations, comparing real and imaginary parts. The identity $\sin^2p+\cos^2p=1$ is needed when both sites are in the upper level, where the product is $|e^{ip}|^2$.

```lean
omit [AddCommGroup G] [Fintype G] in
/-- The interference of two sites: a real part that registers whether their heights differ,
and an imaginary part proportional to the height difference. -/
theorem pair_interference (p : ℝ) {h : G → ℝ} (h01 : ∀ x, h x = 0 ∨ h x = 1) (x y : G) :
    conj (amplitude p h x) * amplitude p h y =
      1 - (1 - (Real.cos p : ℂ)) * ((if h x ≠ h y then (1 : ℝ) else 0 : ℝ) : ℂ)
        + (Real.sin p : ℂ) * ((h y : ℂ) - (h x : ℂ)) * Complex.I := by
  rw [amplitude_eq p h01 x, amplitude_eq p h01 y, exp_phase]
  have hcs := Real.sin_sq_add_cos_sq p
  generalize Real.cos p = C at hcs ⊢
  generalize Real.sin p = S at hcs ⊢
  rcases h01 x with hx | hx <;> rcases h01 y with hy | hy <;>
    apply Complex.ext <;> simp [hx, hy] <;> nlinarith [hcs]
```

Now set $y=x+r$ and average over $x$. The imaginary part is proportional to
$$\sum_x\bigl(h(x+r)-h(x)\bigr)=0,$$
because shifting all sites by $r$ merely reorders the sum: up-steps and down-steps balance. The average of the bracket is $D(r)$, so
$$\langle \overline{A(x)}A(x+r)\rangle=1-(1-\cos p)D(r).$$

In the proof, `hshift` is the reordering, `h1` removes the imaginary part, and `h2` turns the sum of brackets into a count. The right-hand side of the theorem is a real number regarded as complex, so the statement also says that the correlation is real.

```lean
/-- The pair correlation of the scattered amplitudes at separation `r` is
`1 - (1 - cos p) D(r)`, with `D(r)` the fraction of sites where the heights differ. -/
theorem pair_correlation (p : ℝ) {h : G → ℝ} (h01 : ∀ x, h x = 0 ∨ h x = 1) (r : G) :
    siteMean (fun x => conj (amplitude p h x) * amplitude p h (x + r)) =
      ((1 - (1 - Real.cos p) * stepFraction h r : ℝ) : ℂ) := by
  have hN : (Fintype.card G : ℂ) ≠ 0 := Nat.cast_ne_zero.mpr Fintype.card_ne_zero
  -- up-steps and down-steps balance, by translation invariance
  have hshift : ∑ x, (h (x + r) : ℂ) = ∑ x, (h x : ℂ) :=
    Equiv.sum_comp (Equiv.addRight r) (fun x => (h x : ℂ))
  have h1 : ∑ x, (Real.sin p : ℂ) * ((h (x + r) : ℂ) - (h x : ℂ)) * Complex.I = 0 := by
    rw [← Finset.sum_mul, ← Finset.mul_sum, Finset.sum_sub_distrib, hshift, sub_self,
      mul_zero, zero_mul]
  have h2 : ∑ x, ((if h x ≠ h (x + r) then (1 : ℝ) else 0 : ℝ) : ℂ) =
      ((Finset.univ.filter fun x => h x ≠ h (x + r)).card : ℂ) := by
    rw [← Complex.ofReal_sum, Finset.sum_boole, Complex.ofReal_natCast]
  unfold siteMean stepFraction
  rw [Finset.sum_congr rfl (fun x _ => pair_interference p h01 x (x + r)),
    Finset.sum_add_distrib, h1, Finset.sum_sub_distrib, ← Finset.mul_sum, h2]
  simp only [Finset.sum_const, Finset.card_univ, nsmul_eq_mul, mul_one, add_zero]
  push_cast
  rw [sub_div, div_self hN, mul_div_assoc]
```

## The specular beam sees only the coverage

Averaging the affine form gives
$$\langle A\rangle=1+(e^{ip}-1)c=(1-c)+c\,e^{ip}.$$
The positions of the upper-level sites have disappeared.

```lean
/-- The mean amplitude is fixed by the coverage and the phase of one step. -/
theorem mean_amplitude (p : ℝ) {h : G → ℝ} (h01 : ∀ x, h x = 0 ∨ h x = 1) :
    siteMean (amplitude p h) =
      1 + (Complex.exp ((p : ℂ) * Complex.I) - 1) * (coverage h : ℂ) := by
  have hN : (Fintype.card G : ℂ) ≠ 0 := Nat.cast_ne_zero.mpr Fintype.card_ne_zero
  unfold siteMean coverage
  rw [Finset.sum_congr rfl (fun x _ => amplitude_eq p h01 x),
    Finset.sum_add_distrib, ← Finset.mul_sum]
  simp only [Finset.sum_const, Finset.card_univ, nsmul_eq_mul, mul_one]
  push_cast
  rw [add_div, div_self hN, mul_div_assoc]
```

The specular intensity is the squared modulus:
$$\begin{aligned}
|\langle A\rangle|^2&=(1-c+c\cos p)^2+c^2\sin^2p\\
&=(1-c)^2+c^2+2c(1-c)\cos p\\
&=1-2c(1-c)(1-\cos p).
\end{aligned}$$
Lean expands the real and imaginary parts in the same way, and `linear_combination` supplies $c^2$ times the identity $\sin^2p+\cos^2p=1$.

For layer growth probed by atom scattering or surface diffraction, this links specular intensity to coverage within the two-level, single-scattering model. The link doesn't distinguish $c$ from $1-c$, and it carries no information about coverage when $\cos p=1$.

```lean
/-- The specular intensity of a two-level surface with coverage `c` is
`1 - 2 c (1 - c) (1 - cos p)`. -/
theorem specular_intensity (p : ℝ) {h : G → ℝ} (h01 : ∀ x, h x = 0 ∨ h x = 1) :
    ‖siteMean (amplitude p h)‖ ^ 2 =
      1 - 2 * coverage h * (1 - coverage h) * (1 - Real.cos p) := by
  rw [mean_amplitude p h01, exp_phase, Complex.sq_norm, Complex.normSq_apply]
  simp only [Complex.add_re, Complex.add_im, Complex.sub_re, Complex.sub_im, Complex.mul_re,
    Complex.mul_im, Complex.one_re, Complex.one_im, Complex.ofReal_re, Complex.ofReal_im,
    Complex.I_re, Complex.I_im]
  linear_combination (coverage h) ^ 2 * Real.sin_sq_add_cos_sq p
```

## What remains after subtracting the specular part

Subtracting the two formulas leaves
$$\langle \overline{A(x)}A(x+r)\rangle-|\langle A\rangle|^2=(1-\cos p)\bigl(2c(1-c)-D(r)\bigr).$$
The phase sets the overall size, while the dependence on separation comes from $D(r)$ alone.

```lean
/-- The pair correlation minus the specular intensity is
`(1 - cos p) (2 c (1 - c) - D(r))`. -/
theorem diffuse_correlation (p : ℝ) {h : G → ℝ} (h01 : ∀ x, h x = 0 ∨ h x = 1) (r : G) :
    siteMean (fun x => conj (amplitude p h x) * amplitude p h (x + r))
        - ((‖siteMean (amplitude p h)‖ ^ 2 : ℝ) : ℂ) =
      (((1 - Real.cos p) *
        (2 * coverage h * (1 - coverage h) - stepFraction h r) : ℝ) : ℂ) := by
  rw [pair_correlation p h01 r, specular_intensity p h01, ← Complex.ofReal_sub]
  congr 1
  ring
```

The reference value $2c(1-c)$ is the average of $D(r)$ over all separations, including $r=0$. To see this, write the bracket for two-level heights as
$$[h(x)\neq h(y)]=h(x)+h(y)-2h(x)h(y).$$
Let $H=\sum_xh(x)=Nc$. For fixed $x$, the site $x+r$ runs once through the whole surface as $r$ varies, so the sum over $r$ is $Nh(x)+H-2h(x)H$. Summing over $x$ and dividing by $N^2$ gives
$$\frac1N\sum_rD(r)=\frac{2NH-2H^2}{N^2}=2c(1-c).$$
These steps are `hind`, `hrow` and `htot`; the last one exchanges the sums over sites and separations.

```lean
/-- Averaged over all separations, the fraction of sites with differing heights is
`2 c (1 - c)`. -/
theorem mean_stepFraction {h : G → ℝ} (h01 : ∀ x, h x = 0 ∨ h x = 1) :
    (∑ r, stepFraction h r) / (Fintype.card G : ℝ) =
      2 * coverage h * (1 - coverage h) := by
  have hN : (Fintype.card G : ℝ) ≠ 0 := Nat.cast_ne_zero.mpr Fintype.card_ne_zero
  have hind : ∀ x y, (if h x ≠ h y then (1 : ℝ) else 0) = h x + h y - 2 * (h x * h y) := by
    intro x y
    rcases h01 x with hx | hx <;> rcases h01 y with hy | hy <;> norm_num [hx, hy]
  have hrow : ∀ x, ∑ r, (if h x ≠ h (x + r) then (1 : ℝ) else 0) =
      (Fintype.card G : ℝ) * h x + ∑ y, h y - 2 * (h x * ∑ y, h y) := by
    intro x
    have hs : ∑ r, h (x + r) = ∑ y, h y := Equiv.sum_comp (Equiv.addLeft x) h
    rw [Finset.sum_congr rfl (fun r _ => hind x (x + r)), Finset.sum_sub_distrib,
      Finset.sum_add_distrib, ← Finset.mul_sum, ← Finset.mul_sum, hs]
    simp only [Finset.sum_const, Finset.card_univ, nsmul_eq_mul]
  -- exchange the sums over separations and sites
  have htot : ∑ r, stepFraction h r =
      (2 * (Fintype.card G : ℝ) * ∑ y, h y - 2 * (∑ y, h y) ^ 2) / (Fintype.card G : ℝ) := by
    unfold stepFraction
    rw [← Finset.sum_div]
    congr 1
    simp_rw [← Finset.sum_boole]
    rw [Finset.sum_comm, Finset.sum_congr rfl (fun x _ => hrow x), Finset.sum_sub_distrib,
      Finset.sum_add_distrib, ← Finset.mul_sum, ← Finset.mul_sum, ← Finset.sum_mul]
    simp only [Finset.sum_const, Finset.card_univ, nsmul_eq_mul]
    ring
  rw [htot]
  unfold coverage
  field_simp
```

## Complete extinction

The specular intensity can be rewritten as a sum of two non-negative terms:
$$|\langle A\rangle|^2=\frac{1+\cos p}{2}+\frac{(1-\cos p)(1-2c)^2}{2}.$$
It vanishes only if both terms do. The first requires $\cos p=-1$, and the second then requires $c=\tfrac12$. Conversely, these values give zero. The two levels then contribute equal amplitudes of opposite sign.

The proof follows this order: `hpos` is the non-negativity of the second term up to a factor 2, `hC` fixes the phase, and `hsq` fixes the coverage. With an odd number of sites, half coverage is impossible and the beam never vanishes completely.

```lean
/-- The specular amplitude vanishes exactly at half coverage with `cos p = -1`. -/
theorem specular_extinction_iff (p : ℝ) {h : G → ℝ} (h01 : ∀ x, h x = 0 ∨ h x = 1) :
    siteMean (amplitude p h) = 0 ↔ coverage h = 1 / 2 ∧ Real.cos p = -1 := by
  have hI := specular_intensity p h01
  constructor
  · intro h0
    rw [h0, norm_zero] at hI
    have hpos := mul_nonneg (sub_nonneg.mpr (Real.cos_le_one p))
      (sq_nonneg (1 - 2 * coverage h))
    have hC : Real.cos p = -1 :=
      le_antisymm (by nlinarith [hpos, hI]) (Real.neg_one_le_cos p)
    rw [hC] at hI
    have hsq : (1 - 2 * coverage h) ^ 2 = 0 := by linear_combination -hI
    have hlin : 1 - 2 * coverage h = 0 := pow_eq_zero_iff (two_ne_zero) |>.mp hsq
    exact ⟨by linarith, hC⟩
  · rintro ⟨hc, hC⟩
    rw [hc, hC] at hI
    have hz : ‖siteMean (amplitude p h)‖ ^ 2 = 0 := by rw [hI]; norm_num
    exact norm_eq_zero.mp (pow_eq_zero_iff (two_ne_zero) |>.mp hz)
```

## The other diffraction channels

A diffraction channel is described by a character $\chi$ of $G$, the discrete form of a lateral plane wave. The trivial character, equal to 1 at every site, gives the specular beam. When the sites form a regular lattice, it also describes the other Bragg beams of the flat surface, each with its own $p$; in this model they too see only the coverage. For any other character $\sum_x\chi(x)=0$, so the constant term in the affine amplitude drops out:
$$\langle\chi A\rangle=(e^{ip}-1)\langle\chi h\rangle.$$
Since $|e^{ip}-1|^2=(\cos p-1)^2+\sin^2p=2(1-\cos p)$,
$$|\langle\chi A\rangle|^2=2(1-\cos p)\,|\langle\chi h\rangle|^2.$$
At a common value of $p$, all these channels therefore carry the same factor $2(1-\cos p)$. In a measurement at fixed beam energy and incidence, the perpendicular momentum transfer varies with the exit direction, so $p$, and with it this factor, generally differs from channel to channel. In the proof, `hamp` is the amplitude relation and `hphase` the squared modulus; the hypothesis `hχ` excludes the trivial character.

```lean
/-- In every channel given by a nontrivial character, the diffracted intensity is
`2 (1 - cos p)` times the squared Fourier amplitude of the heights. -/
theorem diffuse_intensity (p : ℝ) {h : G → ℝ} (h01 : ∀ x, h x = 0 ∨ h x = 1)
    (χ : AddChar G ℂ) (hχ : χ ≠ 1) :
    ‖siteMean (fun x => χ x * amplitude p h x)‖ ^ 2 =
      2 * (1 - Real.cos p) * ‖siteMean (fun x => χ x * (h x : ℂ))‖ ^ 2 := by
  -- the uniform part of the amplitude does not reach this channel
  have hamp : siteMean (fun x => χ x * amplitude p h x) =
      (Complex.exp ((p : ℂ) * Complex.I) - 1) * siteMean (fun x => χ x * (h x : ℂ)) := by
    have hterm : ∀ x, χ x * amplitude p h x =
        χ x + (Complex.exp ((p : ℂ) * Complex.I) - 1) * (χ x * (h x : ℂ)) := by
      intro x
      rw [amplitude_eq p h01 x]
      ring
    unfold siteMean
    rw [Finset.sum_congr rfl (fun x _ => hterm x), Finset.sum_add_distrib,
      AddChar.sum_eq_zero_of_ne_one hχ, ← Finset.mul_sum, zero_add, mul_div_assoc]
  have hphase : ‖Complex.exp ((p : ℂ) * Complex.I) - 1‖ ^ 2 = 2 * (1 - Real.cos p) := by
    rw [exp_phase, Complex.sq_norm, Complex.normSq_apply]
    simp only [Complex.add_re, Complex.add_im, Complex.sub_re, Complex.sub_im, Complex.mul_re,
      Complex.mul_im, Complex.one_re, Complex.one_im, Complex.ofReal_re, Complex.ofReal_im,
      Complex.I_re, Complex.I_im]
    linear_combination Real.sin_sq_add_cos_sq p
  rw [hamp, norm_mul, mul_pow, hphase]

end

end TwoLevelSurface
```

```lean
#print axioms TwoLevelSurface.specular_intensity
#print axioms TwoLevelSurface.diffuse_correlation
#print axioms TwoLevelSurface.specular_extinction_iff
#print axioms TwoLevelSurface.diffuse_intensity
```

```
'TwoLevelSurface.specular_intensity' depends on axioms: [propext, Classical.choice, Quot.sound]
'TwoLevelSurface.diffuse_correlation' depends on axioms: [propext, Classical.choice, Quot.sound]
'TwoLevelSurface.specular_extinction_iff' depends on axioms: [propext, Classical.choice, Quot.sound]
'TwoLevelSurface.diffuse_intensity' depends on axioms: [propext, Classical.choice, Quot.sound]
```

## One site and two sites

A single site has $c=0$ or $1$ and $D(0)=0$. Its correlation and specular intensity are both 1, and it has no nontrivial channel.

Two sites with heights 0 and 1 form the smallest surface with a step. Here $c=\tfrac12$, $D(0)=0$ and $D(r)=1$ for the nonzero separation, where the correlation is $\cos p$. The specular intensity is $(1+\cos p)/2$. The only other channel has $\chi=1$ on one site and $-1$ on the other, so $|\langle\chi h\rangle|^2=\tfrac14$ and its intensity is $(1-\cos p)/2$. Taken at the same $p$, the two intensities add to 1: in this comparison, whatever the specular beam loses appears in the other channel.
